# For a square complex matrix K, exp(tK) is unitary at every real time t exactly when K is anti-Hermitian

For a one-dimensional state space the generator is a single complex number $k$, and $|e^{tk}|^2 = e^{2t\,\mathrm{Re}\,k}$ equals 1 at every real time $t$ exactly when $\mathrm{Re}\,k = 0$, that is, $k = -i\omega$ with $\omega$ real. For a matrix $K$ with conjugate transpose $K^\dagger$, the sum $K^\dagger + K$ takes the place of $2\,\mathrm{Re}\,k$.

```lean
import Mathlib

open Matrix
open scoped Matrix.Norms.Operator

namespace FiniteDimensionalStone

noncomputable section

variable {n : Type*} [Fintype n] [DecidableEq n]

/-- The propagator `exp(tK)` with generator `K` at time `t`. -/
def propagator (K : Matrix n n ℂ) (t : ℝ) : Matrix n n ℂ :=
  NormedSpace.exp (t • K)

/-- Evolving for a time `t` and then for a time `s` is evolving for the time `s + t`. -/
theorem propagator_add (K : Matrix n n ℂ) (s t : ℝ) :
    propagator K (s + t) = propagator K s * propagator K t := by
  have h := Matrix.exp_add_of_commute (s • K) (t • K)
    (((Commute.refl K).smul_left s).smul_right t)
  rw [← add_smul] at h
  exact h

/-- The propagator obeys the equation of motion `dU/dt = K U`. -/
theorem propagator_hasDerivAt (K : Matrix n n ℂ) (t : ℝ) :
    HasDerivAt (propagator K) (K * propagator K t) t :=
  hasDerivAt_exp_smul_const' K t

/-- Balance law for the Gram matrix of the propagator: `d/dt (U†U) = U† (K† + K) U`. -/
theorem gram_hasDerivAt (K : Matrix n n ℂ) (t : ℝ) :
    HasDerivAt (fun s => (propagator K s)ᴴ * propagator K s)
      ((propagator K t)ᴴ * (Kᴴ + K) * propagator K t) t := by
  -- the adjoint of the propagator is the propagator of the adjoint generator
  have hadj : ∀ s : ℝ, (propagator K s)ᴴ = propagator Kᴴ s := by
    intro s
    have h := Matrix.exp_conjTranspose (s • K)
    rw [conjTranspose_smul, star_trivial] at h
    exact h.symm
  have h1 : HasDerivAt (fun s => (propagator K s)ᴴ) ((propagator K t)ᴴ * Kᴴ) t := by
    rw [funext hadj, hadj t]
    exact hasDerivAt_exp_smul_const Kᴴ t
  exact (h1.fun_mul (propagator_hasDerivAt K t)).congr_deriv (by noncomm_ring)

/-- If the propagator is unitary during some open interval of time, its generator is
anti-Hermitian. -/
theorem antiHermitian_of_unitary_on_interval (K : Matrix n n ℂ) {a b : ℝ} (hab : a < b)
    (hU : ∀ t ∈ Set.Ioo a b, propagator K t ∈ unitaryGroup n ℂ) : Kᴴ = -K := by
  obtain ⟨t, ht⟩ := Set.nonempty_Ioo.mpr hab
  have hconst : (fun s => (propagator K s)ᴴ * propagator K s)
      =ᶠ[nhds t] fun _ => (1 : Matrix n n ℂ) := by
    filter_upwards [Ioo_mem_nhds ht.1 ht.2] with s hs
    exact mem_unitaryGroup_iff'.mp (hU s hs)
  -- the Gram matrix is constant near `t`, so the balance law has zero on the left
  have hzero := (gram_hasDerivAt K t).unique
    ((hasDerivAt_const t (1 : Matrix n n ℂ)).congr_of_eventuallyEq hconst)
  have hr : propagator K t * (propagator K t)ᴴ = 1 := mem_unitaryGroup_iff.mp (hU t ht)
  have hsum : Kᴴ + K = 0 := by
    calc Kᴴ + K = (propagator K t * (propagator K t)ᴴ) * (Kᴴ + K)
          * (propagator K t * (propagator K t)ᴴ) := by rw [hr, one_mul, mul_one]
      _ = propagator K t * ((propagator K t)ᴴ * (Kᴴ + K) * propagator K t)
          * (propagator K t)ᴴ := by simp only [mul_assoc]
      _ = 0 := by rw [hzero, mul_zero, zero_mul]
  exact eq_neg_of_add_eq_zero_left hsum

/-- Unitary evolution and Hamiltonians: `exp(tK)` is unitary for every real `t` if and only if
`K† = -K`, and this holds if and only if `K = -iH` for exactly one Hermitian `H`. -/
theorem unitary_iff_antiHermitian (K : Matrix n n ℂ) :
    ((∀ t : ℝ, propagator K t ∈ unitaryGroup n ℂ) ↔ Kᴴ = -K) ∧
    (Kᴴ = -K ↔ ∃! H : Matrix n n ℂ, H.IsHermitian ∧ K = (-Complex.I) • H) := by
  refine ⟨⟨fun h => antiHermitian_of_unitary_on_interval K zero_lt_one fun t _ => h t,
    fun hK t => ?_⟩, fun hK => ?_, ?_⟩
  · -- the Gram matrix is conserved and starts at the identity
    have hd : ∀ s, HasDerivAt (fun s => (propagator K s)ᴴ * propagator K s) 0 s := fun s =>
      (gram_hasDerivAt K s).congr_deriv (by rw [hK, neg_add_cancel, mul_zero, zero_mul])
    have hc := is_const_of_deriv_eq_zero (fun s => (hd s).differentiableAt)
      (fun s => (hd s).deriv) t 0
    have h0 : propagator K 0 = 1 := by simp [propagator]
    simp only [h0, conjTranspose_one, mul_one] at hc
    exact mem_unitaryGroup_iff'.mpr hc
  · refine ⟨Complex.I • K, ⟨?_, ?_⟩, ?_⟩
    · simp [IsHermitian, conjTranspose_smul, hK]
    · simp [smul_smul]
    · rintro H ⟨_, hH⟩
      simp [hH, smul_smul]
  · rintro ⟨H, ⟨hH, hKH⟩, _⟩
    rw [hKH, conjTranspose_smul, hH.eq]
    simp

/-- A one-parameter group of matrices with derivative `K` at time zero is `exp(tK)`. -/
theorem group_eq_propagator {U : ℝ → Matrix n n ℂ} {K : Matrix n n ℂ} (h0 : U 0 = 1)
    (hmul : ∀ s t, U (s + t) = U s * U t) (hK : HasDerivAt U K 0) (t : ℝ) :
    U t = propagator K t := by
  -- the group law carries the derivative from time zero to every time
  have hd : ∀ s, HasDerivAt U (U s * K) s := by
    intro s
    have h1 : HasDerivAt (fun r => U (r - s)) K s :=
      HasDerivAt.comp_sub_const s s (by rwa [sub_self])
    have h2 : U = fun r => U s * U (r - s) := by
      funext r
      rw [← hmul, add_sub_cancel]
    have h3 := h1.const_mul (U s)
    rw [← h2] at h3
    exact h3
  -- hence `U(s) exp(-sK)` does not change in time
  have hW : ∀ s, HasDerivAt (fun r => U r * propagator (-K) r) 0 s := fun s =>
    ((hd s).fun_mul (propagator_hasDerivAt (-K) s)).congr_deriv (by noncomm_ring)
  have hc := is_const_of_deriv_eq_zero (fun s => (hW s).differentiableAt)
    (fun s => (hW s).deriv) t 0
  have hz : ∀ L : Matrix n n ℂ, propagator L 0 = 1 := fun L => by simp [propagator]
  simp only [h0, hz, mul_one] at hc
  have hinv : propagator (-K) t * propagator K t = 1 := by
    have h : propagator (-K) t = propagator K (-t) := by simp [propagator]
    rw [h, ← propagator_add, neg_add_cancel, hz]
  calc U t = U t * (propagator (-K) t * propagator K t) := by rw [hinv, mul_one]
    _ = propagator K t := by rw [← mul_assoc, hc, one_mul]

/-- Stone correspondence in finite dimension: a one-parameter unitary group that is
differentiable at time zero is `exp(-itH)` for exactly one Hermitian `H`. -/
theorem stone_correspondence (U : ℝ → Matrix n n ℂ) (hmul : ∀ s t, U (s + t) = U s * U t)
    (hU : ∀ t, U t ∈ unitaryGroup n ℂ) (hd : DifferentiableAt ℝ U 0) :
    ∃! H : Matrix n n ℂ, H.IsHermitian ∧ ∀ t, U t = propagator ((-Complex.I) • H) t := by
  have h0 : U 0 = 1 := by
    have h1 : star (U 0) * U 0 = 1 := mem_unitaryGroup_iff'.mp (hU 0)
    have h2 : U 0 * U 0 = U 0 := by rw [← hmul, add_zero]
    calc U 0 = star (U 0) * U 0 * U 0 := by rw [h1, one_mul]
      _ = 1 := by rw [mul_assoc, h2, h1]
  obtain ⟨K, hKd⟩ : ∃ K : Matrix n n ℂ, HasDerivAt U K 0 := ⟨_, hd.hasDerivAt⟩
  have hE := group_eq_propagator h0 hmul hKd
  have hK := (unitary_iff_antiHermitian K).1.mp fun t => by
    rw [← hE t]
    exact hU t
  obtain ⟨H, ⟨hH, hKH⟩, huniq⟩ := (unitary_iff_antiHermitian K).2.mp hK
  refine ⟨H, ⟨hH, fun t => by rw [← hKH]; exact hE t⟩, ?_⟩
  -- the Hamiltonian is read off from the derivative at time zero
  rintro H' ⟨hH', h'⟩
  have hfun : U = propagator ((-Complex.I) • H') := funext h'
  have h2 := propagator_hasDerivAt ((-Complex.I) • H') 0
  rw [← hfun, h0, mul_one] at h2
  exact huniq H' ⟨hH', hKd.unique h2⟩

/-- The propagator generated by `-iσₓ`, with `σₓ` the Pauli matrix, is a one-parameter unitary
group differentiable at time zero. -/
theorem stone_correspondence_witness :
    let U := propagator ((-Complex.I) • (!![0, 1; 1, 0] : Matrix (Fin 2) (Fin 2) ℂ))
    (∀ s t, U (s + t) = U s * U t) ∧ (∀ t, U t ∈ unitaryGroup (Fin 2) ℂ) ∧
      DifferentiableAt ℝ U 0 := by
  refine ⟨propagator_add _, (unitary_iff_antiHermitian _).1.mpr ?_,
    (propagator_hasDerivAt _ 0).differentiableAt⟩
  ext i j
  fin_cases i <;> fin_cases j <;> simp

/-- For an idempotent matrix `E`, the generator `cE` has the propagator
`1 + (exp(tc) - 1) E`. -/
theorem propagator_smul_idempotent {E : Matrix n n ℂ} (hE : E * E = E) (c : ℂ) (t : ℝ) :
    propagator (c • E) t = 1 + (Complex.exp (t * c) - 1) • E := by
  have h1 : HasDerivAt (fun z : ℂ => Complex.exp (z * c)) c ((0 : ℝ) : ℂ) := by
    simpa using ((hasDerivAt_id' ((0 : ℝ) : ℂ)).mul_const c).cexp
  refine (group_eq_propagator (U := fun s : ℝ => 1 + (Complex.exp (s * c) - 1) • E)
    (by simp) (fun r s => ?_)
    (((h1.comp_ofReal.sub_const 1).smul_const E).const_add 1) t).symm
  simp only [Complex.ofReal_add, add_mul, Complex.exp_add, mul_add, one_mul, mul_one,
    smul_mul_assoc, mul_smul_comm, hE]
  module

/-- Unitarity at a single time is not enough: for the idempotent `E` with rows `(1, -1)` and
`(0, 0)`, the generator `2πiE` is not anti-Hermitian, but its propagator at `t = 1` is the
identity. -/
theorem single_time_witness :
    let E : Matrix (Fin 2) (Fin 2) ℂ := !![1, -1; 0, 0]
    let K := (2 * Real.pi * Complex.I) • E
    E * E = E ∧ propagator K 1 = 1 ∧ Kᴴ ≠ -K := by
  intro E K
  have hE : E * E = E := by
    ext i j
    fin_cases i <;> fin_cases j <;> simp [E, Matrix.mul_apply, Fin.sum_univ_succ]
  refine ⟨hE, ?_, fun h => ?_⟩
  · rw [propagator_smul_idempotent hE, Complex.ofReal_one, one_mul,
      Complex.exp_two_pi_mul_I, sub_self, zero_smul, add_zero]
  · -- compare the upper right entries
    have h01 := congrFun (congrFun h 0) 1
    simp [K, E, Real.pi_ne_zero] at h01

end

end FiniteDimensionalStone
```

```lean
#print axioms FiniteDimensionalStone.unitary_iff_antiHermitian
#print axioms FiniteDimensionalStone.stone_correspondence
```

```
'FiniteDimensionalStone.unitary_iff_antiHermitian' depends on axioms: [propext, Classical.choice, Quot.sound]
'FiniteDimensionalStone.stone_correspondence' depends on axioms: [propext, Classical.choice, Quot.sound]
```

## Generators, propagators and Hamiltonians

The type `n` is a finite set of basis labels, so a state is a column of complex amplitudes and `Matrix n n ℂ` holds the operators on it. The definition `propagator K t` is the matrix exponential $\exp(tK)$, with $t$ real. The symbol `ᴴ` is the conjugate transpose, and membership in `unitaryGroup n ℂ` means $U^\dagger U = 1$, or equivalently $UU^\dagger = 1$.

The theorem `unitary_iff_antiHermitian` has two parts for an arbitrary $K$:

- $\exp(tK)$ is unitary for all real $t$ if and only if $K^\dagger = -K$.
- $K^\dagger = -K$ if and only if there is exactly one matrix $H$ that is Hermitian and satisfies $K = -iH$.

The second part fixes the sign and the units: the evolution is $\exp(-itH)$ with $\hbar = 1$, so $H$ is an energy expressed as an angular frequency.

The theorem `stone_correspondence` starts from the evolution instead of the generator. Its data are a map $U$ from real times to matrices and three hypotheses: $U(s+t) = U(s)U(t)$, each $U(t)$ is unitary, and $U$ is differentiable at $t = 0$. The conclusion is that exactly one Hermitian $H$ satisfies $U(t) = \exp(-itH)$ for all $t$. The theorem `stone_correspondence_witness` gives an example that meets all three hypotheses, a two-level system with Hamiltonian $\sigma_x$.

## What the hypotheses mean physically

The group law says that evolution depends only on elapsed time, which is the case for an isolated system with a time-independent Hamiltonian. Unitarity says that total probability is conserved for every initial state. Differentiability at zero says that the evolution has a definite initial rate of change; this rate is the generator, and $i$ times it is the Hamiltonian.

Differentiability is assumed here, not derived. For matrices, continuity of $U$ would already imply it, by an argument that the file does not contain. Stone's theorem for Hilbert spaces does its main work where the Hamiltonian may be unbounded, as the kinetic energy is, and where $U$ need not be differentiable as an operator-valued function. Nothing here reaches that setting.

The inner product is the standard one on the amplitudes, so the basis is orthonormal. A non-orthogonal atomic-orbital basis has an overlap matrix, and conservation of the norm then takes a different form. For simulations in a finite orthonormal basis with a time-independent generator, the result says that exact propagation preserves the norm of every state at all times precisely when the generator is $-i$ times a Hermitian matrix. It makes no statement about the error of an approximate time-stepping scheme.

## The balance law for the norm

Write $U(t) = \exp(tK)$. Then $U' = KU$, which is `propagator_hasDerivAt`. A state $\psi(t) = U(t)\psi(0)$ has squared norm $\psi(0)^\dagger G(t)\,\psi(0)$, where $G = U^\dagger U$ is the Gram matrix. The product rule gives

$$
G' = (KU)^\dagger U + U^\dagger KU = U^\dagger (K^\dagger + K)\,U .
$$

This is `gram_hasDerivAt`. The Lean proof first shows that $U(t)^\dagger = \exp(tK^\dagger)$ and differentiates that exponential, which yields $U^\dagger K^\dagger$ for the derivative of $U^\dagger$. The product rule `fun_mul` then combines the two factors, and `noncomm_ring` brings the result into the stated form without exchanging matrices.

Suppose that $U$ is unitary throughout some open time interval. Then $G = 1$ on the interval, so $G' = 0$ at any time $t$ inside it. Multiply the balance law by $U$ on the left and by $U^\dagger$ on the right, and use $UU^\dagger = 1$:

$$
0 = UU^\dagger (K^\dagger + K)\,UU^\dagger = K^\dagger + K .
$$

This is `antiHermitian_of_unitary_on_interval`. It asks for unitarity only on an interval, which may have any positive length; unitarity at all times then follows from the converse below. In Lean, `filter_upwards` records that $G$ equals 1 near $t$, `unique` identifies the two expressions for the derivative there, and the `calc` block carries out the multiplication.

Conversely, let $K^\dagger = -K$. Then $G' = 0$ at every time, so $G$ is constant, and $G(0) = 1$ because $U(0) = 1$. Hence $U^\dagger U = 1$ always. The code reaches this through `is_const_of_deriv_eq_zero`, applied to the times $t$ and $0$.

For the Hamiltonian form, set $H = iK$. If $K^\dagger = -K$, then

$$
H^\dagger = -iK^\dagger = iK = H, \qquad -iH = K .
$$

Any other $H'$ with $K = -iH'$ satisfies $H' = iK = H$, which settles uniqueness. In the other direction, if $K = -iH$ with $H$ Hermitian, then $K^\dagger = iH = -K$.

## From the group law to the Hamiltonian

Let $U$ now be any family of matrices with $U(0) = 1$, the group law, and derivative $K$ at time zero. Unitarity is not needed yet. For a fixed time $s$, write $U(r) = U(s)\,U(r-s)$ and differentiate with respect to $r$ at $r = s$. This gives $U'(s) = U(s)K$, so the derivative at time zero determines the derivative at every time. Now consider $W(r) = U(r)\exp(-rK)$:

$$
W'(r) = U(r)K\exp(-rK) - U(r)K\exp(-rK) = 0 .
$$

Since $W(0) = 1$, we have $U(t)\exp(-tK) = 1$ for all $t$. Multiplying on the right by $\exp(tK)$ gives $U(t) = \exp(tK)$. This is `group_eq_propagator`. Its steps `hd` and `hW` are the two derivatives above, and `hinv` is the identity $\exp(-tK)\exp(tK) = 1$, obtained from `propagator_add`.

In `stone_correspondence` the value $U(0) = 1$ is derived. The group law gives $U(0)U(0) = U(0)$, and multiplying by $U(0)^\dagger$ on the left leaves $U(0) = 1$. The previous lemma then identifies $U(t)$ with $\exp(tK)$, unitarity makes $K$ anti-Hermitian, and $H = iK$ is the Hamiltonian. If a Hermitian $H'$ also generates $U$, then the derivative of $U$ at zero is $-iH'$ as well as $K$. Derivatives are unique, so $K = -iH'$ and therefore $H' = H$.

## An oblique projector that returns at t = 1

Unitarity at one instant is a weaker condition. In the one-dimensional case, a single nonzero time still forces $\mathrm{Re}\,k = 0$, but two dimensions already allow a counterexample. It uses a matrix $E$ with $E^2 = E$, for which `propagator_smul_idempotent` gives, for any complex number $c$,

$$
\exp(tcE) = 1 + (e^{tc} - 1)E .
$$

To verify this, call the right-hand side $V(t)$. It equals 1 at $t = 0$ and has derivative $cE$ there. With $a = e^{rc} - 1$ and $b = e^{sc} - 1$, the relation $E^2 = E$ gives

$$
V(r)V(s) = 1 + (a + b + ab)E = 1 + (e^{(r+s)c} - 1)E = V(r+s) .
$$

So $V$ is a one-parameter group with derivative $cE$ at zero, and `group_eq_propagator` identifies it with the exponential. The closing `module` call does the bookkeeping with $a$ and $b$.

Now take

$$
E = \begin{pmatrix} 1 & -1 \\ 0 & 0 \end{pmatrix}, \qquad K = 2\pi i\,E .
$$

At $t = 1$ the factor $e^{2\pi i} - 1$ vanishes, so the propagator is the identity, which is unitary. Yet $K$ is not anti-Hermitian. With rows and columns numbered from 0 as in Lean, the entry $(0,1)$ of $K^\dagger$ is 0, while that of $-K$ is $2\pi i$. This is `single_time_witness`.

Halfway through the period the failure is visible in small integers. At $t = 1/2$ the factor is $e^{i\pi} - 1 = -2$, so

$$
U(1/2) = 1 - 2E = \begin{pmatrix} -1 & 2 \\ 0 & 1 \end{pmatrix},
\qquad
U(1/2)^\dagger U(1/2) = \begin{pmatrix} 1 & -2 \\ -2 & 5 \end{pmatrix} .
$$

The normalised state $(0,1)^{T}$ has become $(2,1)^{T}$, with squared norm 5. A second half-period brings it back, because

$$
U(1/2)^2 = \begin{pmatrix} 1 & -2+2 \\ 0 & 1 \end{pmatrix} = 1 .
$$

A norm check made only at whole periods would therefore find nothing wrong with this generator.
